# Ward identity for a fermion line of free propagators: slashed-momentum insertions sum to a difference of two lines

Leave one diagram out of a QED amplitude, or give it the wrong sign, and the result can depend on the gauge chosen for the photon. A term proportional to the photon momentum $k$ in the polarisation vector, which should have no physical effect, can then change the cross section. On a single fermion line, the contributions of such a term must combine in a definite way.

## Photon insertions along one line

Let $\not q=\gamma^\mu q_\mu$ be the slashed momentum with the Dirac matrices $\gamma^\mu$, additive in $q$, let $m$ be the mass, and let $S(q)$ be the inverse of $\not q-m$. A line with $n$ vertices $V_i$ and $n+1$ propagators is

$$C_n(p)=S(p_n)V_{n-1}S(p_{n-1})\cdots V_0S(p_0).$$

Write $I_j^{(n)}$ for the same line with propagator $j$ replaced by $S(p_j+k)\,\not k\,S(p_j)$ and all later momenta shifted by $k$. Then

$$\sum_{j=0}^{n} I_j^{(n)} = C_n(p)-C_n(p+k),$$

where $p+k$ means that every $p_i$ is shifted. The inverse relation is needed only at the momenta $p_j$ and $p_j+k$.

## Replacing the polarisation by the photon momentum

An amplitude code can replace a photon's polarisation vector by $k$, sum the insertions on one line, and compare with the two lines on the right. The comparison works off shell and should agree up to rounding. With propagators $iS$ and photon vertices $-ie\gamma^\mu$, the right-hand side gains a factor $e$.

In perturbative QED this is the algebra by which gauge terms cancel, here for a single line with free propagators and fixed vertices. The relation between the full vertex function and the full self-energy also requires a sum over diagrams.

## From one propagator to the whole line

The inserted vertex is a difference of inverse propagators:

$$\not k=(\not q+\not k-m)-(\not q-m).$$

Multiply by $S(q+k)$ on the left and $S(q)$ on the right. One inverse cancels in each term, so

$$S(q+k)\not k S(q)=S(q)-S(q+k).$$

With $q=p_0$ this is the case $n=0$. Now suppose the identity holds for $n$ vertices, and add the vertex $V_n$ and the propagator with momentum $p_{n+1}$. For an insertion at $j\le n$, the new vertex is unchanged and the new propagator is shifted, while the other factors are those of $I_j^{(n)}$:

$$I_j^{(n+1)}=S(p_{n+1}+k)V_nI_j^{(n)}.$$

The insertion in the new propagator gives

$$I_{n+1}^{(n+1)}=S(p_{n+1}+k)\not kS(p_{n+1})V_nC_n(p).$$

The full sum is therefore

$$S(p_{n+1}+k)V_n[C_n(p)-C_n(p+k)]+[S(p_{n+1})-S(p_{n+1}+k)]V_nC_n(p).$$

The two terms containing $S(p_{n+1}+k)V_nC_n(p)$ cancel, which leaves $C_{n+1}(p)-C_{n+1}(p+k)$.

For a closed loop, set $p_i=l+q_i$ with loop momentum $l$ and fixed offsets $q_i$. Close the line with a vertex $W$ and a trace, and let $f(l)=\mathrm{tr}\,(W\,C_n(l+q))$. The summed insertions are $f(l)-f(l+k)$. If $f$ is integrable and the measure is translation invariant, both terms have the same integral and the difference vanishes.

## Lean source for the line and the loop

```lean
import Mathlib

open MeasureTheory

namespace WardIdentity

noncomputable section

variable {P R : Type*} [AddCommGroup P] [Ring R]

/-- The fermion line `S(p_n) V_{n-1} S(p_{n-1}) ... V_0 S(p_0)` with `n` vertices and
`n + 1` propagators. -/
def chain (S : P → R) (V : ℕ → R) (p : ℕ → P) : ℕ → R
  | 0 => S (p 0)
  | n + 1 => S (p (n + 1)) * V n * chain S V p n

/-- The list of vertices with a new vertex `X` placed directly after propagator `j`. -/
def insertVertex (V : ℕ → R) (j : ℕ) (X : R) (i : ℕ) : R :=
  if i < j then V i else if i = j then X else V (i - 1)

/-- The list of momenta when momentum `k` enters at propagator `j`:
`p_0, ..., p_j, p_j + k, p_{j+1} + k, ...`. -/
def insertMomentum (p : ℕ → P) (j : ℕ) (k : P) (i : ℕ) : P :=
  if i ≤ j then p i else p (i - 1) + k

/-- The fermion line with `n` vertices into which a further vertex `slash k`, carrying
momentum `k`, is inserted at propagator `j`. -/
def insertion (slash : P →+ R) (S : P → R) (V : ℕ → R) (p : ℕ → P) (k : P) (j n : ℕ) : R :=
  chain S (insertVertex V j (slash k)) (insertMomentum p j k) (n + 1)

omit [AddCommGroup P] in
/-- A fermion line depends only on the momenta and vertices that occur along it. -/
theorem chain_congr (S : P → R) {V V' : ℕ → R} {p p' : ℕ → P} (n : ℕ)
    (hp : ∀ i ≤ n, p i = p' i) (hV : ∀ i < n, V i = V' i) :
    chain S V p n = chain S V' p' n := by
  induction n with
  | zero => simp only [chain, hp 0 le_rfl]
  | succ n ih =>
    simp only [chain]
    rw [hp (n + 1) le_rfl, hV n (Nat.lt_succ_self n),
      ih (fun i hi => hp i (by omega)) (fun i hi => hV i (by omega))]

/-- Insertion at the last propagator multiplies the unshifted line on the left by
`S(p_n + k) slash(k)`. -/
theorem insertion_last (slash : P →+ R) (S : P → R) (V : ℕ → R) (p : ℕ → P) (k : P) (n : ℕ) :
    insertion slash S V p k n n = S (p n + k) * slash k * chain S V p n := by
  change S (insertMomentum p n k (n + 1)) * insertVertex V n (slash k) n *
    chain S (insertVertex V n (slash k)) (insertMomentum p n k) n = _
  have h : chain S (insertVertex V n (slash k)) (insertMomentum p n k) n = chain S V p n :=
    chain_congr S n (fun i hi => by simp [insertMomentum, hi])
      (fun i hi => by simp [insertVertex, hi])
  rw [h]
  simp [insertMomentum, insertVertex]

/-- If the momentum `k` has entered at an earlier propagator, the next vertex is unchanged
and the next propagator carries the shifted momentum. -/
theorem insertion_succ (slash : P →+ R) (S : P → R) (V : ℕ → R) (p : ℕ → P) (k : P)
    {j n : ℕ} (hj : j ≤ n) :
    insertion slash S V p k j (n + 1) =
      S (p (n + 1) + k) * V n * insertion slash S V p k j n := by
  change S (insertMomentum p j k (n + 2)) * insertVertex V j (slash k) (n + 1) *
    insertion slash S V p k j n = _
  have e1 : n + 2 - 1 = n + 1 := by omega
  have e2 : n + 1 - 1 = n := by omega
  have h1 : insertMomentum p j k (n + 2) = p (n + 1) + k := by
    rw [insertMomentum, if_neg (by omega), e1]
  have h2 : insertVertex V j (slash k) (n + 1) = V n := by
    rw [insertVertex, if_neg (by omega), if_neg (by omega), e2]
  rw [h1, h2]

/-- Ward identity for one propagator: if `S` inverts `slash - m` from the right at `q` and
from the left at `q + k`, then `S(q+k) slash(k) S(q) = S(q) - S(q+k)`. -/
theorem ward_propagator (slash : P →+ R) (m : R) (S : P → R) (q k : P)
    (hR : (slash q - m) * S q = 1) (hL : S (q + k) * (slash (q + k) - m) = 1) :
    S (q + k) * slash k * S q = S q - S (q + k) := by
  -- the inserted vertex is a difference of inverse propagators
  have hk : slash k = (slash (q + k) - m) - (slash q - m) := by
    rw [map_add]; abel
  calc S (q + k) * slash k * S q
      = S (q + k) * ((slash (q + k) - m) - (slash q - m)) * S q := by rw [← hk]
    _ = (S (q + k) * (slash (q + k) - m)) * S q
        - S (q + k) * ((slash q - m) * S q) := by noncomm_ring
    _ = S q - S (q + k) := by rw [hL, hR, one_mul, mul_one]

/-- Ward identity for a fermion line: if `S` inverts `slash - m` from the right at all `p_j`
and from the left at all `p_j + k`, the insertions of `slash k` summed over all propagators
give the line with momenta `p_j` minus the line with momenta `p_j + k`. -/
theorem ward_identity (slash : P →+ R) (m : R) (S : P → R) (V : ℕ → R) (p : ℕ → P) (k : P)
    (n : ℕ) (hR : ∀ j ≤ n, (slash (p j) - m) * S (p j) = 1)
    (hL : ∀ j ≤ n, S (p j + k) * (slash (p j + k) - m) = 1) :
    ∑ j ∈ Finset.range (n + 1), insertion slash S V p k j n =
      chain S V p n - chain S V (fun i => p i + k) n := by
  induction n with
  | zero =>
    rw [Finset.sum_range_one, insertion_last]
    exact ward_propagator slash m S (p 0) k (hR 0 le_rfl) (hL 0 le_rfl)
  | succ n ih =>
    have h := ward_propagator slash m S (p (n + 1)) k (hR _ le_rfl) (hL _ le_rfl)
    have hs : ∑ j ∈ Finset.range (n + 1), insertion slash S V p k j (n + 1) =
        S (p (n + 1) + k) * V n *
          ∑ j ∈ Finset.range (n + 1), insertion slash S V p k j n := by
      rw [Finset.mul_sum]
      exact Finset.sum_congr rfl fun j hj =>
        insertion_succ slash S V p k (Nat.lt_succ_iff.mp (Finset.mem_range.mp hj))
    rw [Finset.sum_range_succ, hs, insertion_last,
      ih (fun j hj => hR j (by omega)) (fun j hj => hL j (by omega))]
    simp only [chain]
    -- the new term cancels the shifted propagator in front of the unshifted line
    linear_combination (norm := noncomm_ring) h * (V n * chain S V p n)

/-- Ward identity for a closed loop: let `S` invert `slash - m` at all momenta, and close the
line with a vertex `W` and an additive functional `tr`. If the loop integrand without the
insertion is integrable for a translation-invariant measure, the summed insertions of
`slash k` integrate to zero. -/
theorem ward_closed_loop [MeasurableSpace P] [MeasurableAdd P] (μ : Measure P)
    [μ.IsAddRightInvariant] (slash : P →+ R) (m : R) (S : P → R) (V : ℕ → R) (W : R)
    (tr : R →+ ℂ) (q : ℕ → P) (k : P) (n : ℕ)
    (hR : ∀ l, (slash l - m) * S l = 1) (hL : ∀ l, S l * (slash l - m) = 1)
    (hint : Integrable (fun l => tr (W * chain S V (fun i => l + q i) n)) μ) :
    ∫ l, ∑ j ∈ Finset.range (n + 1),
      tr (W * insertion slash S V (fun i => l + q i) k j n) ∂μ = 0 := by
  obtain ⟨f, hf⟩ : ∃ f : P → ℂ, f = fun l => tr (W * chain S V (fun i => l + q i) n) :=
    ⟨_, rfl⟩
  rw [← hf] at hint
  -- the integrand is a difference of two translates of the same function
  have h : ∀ l, ∑ j ∈ Finset.range (n + 1),
      tr (W * insertion slash S V (fun i => l + q i) k j n) = f l - f (l + k) := by
    intro l
    have hq : (fun i => l + q i + k) = fun i => l + k + q i := by
      funext i; abel
    rw [← map_sum, ← Finset.mul_sum, ward_identity slash m S V (fun i => l + q i) k n
      (fun j _ => hR _) (fun j _ => hL _), hq, mul_sub, map_sub]
    simp only [hf]
  simp only [h]
  rw [integral_sub hint (hint.comp_add_right k), integral_add_right_eq_self, sub_self]

/-- The slashed momentum `E γ⁰ - p γ¹` in 1+1 dimensions, with real 2 × 2 Dirac matrices. -/
def diracSlash : ℝ × ℝ →+ Matrix (Fin 2) (Fin 2) ℝ where
  toFun q := !![q.1, -q.2; q.2, -q.1]
  map_zero' := by ext i j; fin_cases i <;> fin_cases j <;> simp
  map_add' a b := by ext i j; fin_cases i <;> fin_cases j <;> simp <;> ring

/-- The propagator `(slash(q) + m) / (E² - p² - m²)` in 1+1 dimensions, for momenta off the
mass shell, `E² - p² ≠ m²`. -/
def diracS (m : ℝ) (q : ℝ × ℝ) : Matrix (Fin 2) (Fin 2) ℝ :=
  (q.1 ^ 2 - q.2 ^ 2 - m ^ 2)⁻¹ • (diracSlash q + m • 1)

/-- Off the mass shell the Dirac propagator in 1+1 dimensions inverts `slash(q) - m` from
both sides. -/
theorem ward_identity_witness (m : ℝ) (q : ℝ × ℝ) (hq : q.1 ^ 2 - q.2 ^ 2 ≠ m ^ 2) :
    (diracSlash q - m • 1) * diracS m q = 1 ∧ diracS m q * (diracSlash q - m • 1) = 1 := by
  have h : (diracSlash q - m • 1) * (diracSlash q + m • 1) =
      (q.1 ^ 2 - q.2 ^ 2 - m ^ 2) • (1 : Matrix (Fin 2) (Fin 2) ℝ) := by
    rw [Matrix.one_fin_two]
    ext i j
    fin_cases i <;> fin_cases j <;>
      simp [diracSlash, Matrix.mul_apply, Fin.sum_univ_two] <;> ring
  have h1 : (diracSlash q - m • 1) * diracS m q = 1 := by
    rw [diracS, mul_smul_comm, h, smul_smul, inv_mul_cancel₀ (sub_ne_zero.mpr hq), one_smul]
  exact ⟨h1, mul_eq_one_comm.mp h1⟩

/-- The Euclidean slashed momentum `i t` in one dimension. -/
def euclideanSlash : ℝ →+ ℂ where
  toFun t := Complex.I * t
  map_zero' := by simp
  map_add' a b := by push_cast; ring

/-- In one Euclidean dimension with unit mass, `1 / (i t - 1)` inverts `i t - 1` at every
momentum, and the loop integrand with two such propagators is integrable. -/
theorem ward_closed_loop_witness :
    (∀ t : ℝ, (euclideanSlash t - 1) * (euclideanSlash t - 1)⁻¹ = 1) ∧
    Integrable (fun l : ℝ =>
      chain (fun t : ℝ => (euclideanSlash t - 1)⁻¹) (fun _ => 1) (fun _ => l) 1) := by
  have e : ∀ t : ℝ, euclideanSlash t = Complex.I * t := fun _ => rfl
  constructor
  · intro t
    apply mul_inv_cancel₀
    intro h
    have h' := congrArg Complex.re h
    simp [e] at h'
  · simp only [chain, e]
    refine integrable_inv_one_add_sq.mono' (Measurable.aestronglyMeasurable (by fun_prop))
      (Filter.Eventually.of_forall fun t => ?_)
    have hn : ‖Complex.I * (t : ℂ) - 1‖ * ‖Complex.I * (t : ℂ) - 1‖ = 1 + t ^ 2 := by
      rw [← sq, Complex.sq_norm, Complex.normSq_apply]
      simp
      ring
    exact le_of_eq (by rw [mul_one, norm_mul, norm_inv, ← mul_inv, hn])

end

end WardIdentity
```

```lean
#print axioms WardIdentity.ward_identity
-- 'WardIdentity.ward_identity' depends on axioms: [propext, Classical.choice, Quot.sound]
#print axioms WardIdentity.ward_closed_loop
-- 'WardIdentity.ward_closed_loop' depends on axioms: [propext, Classical.choice, Quot.sound]
```

## Free propagators, fixed vertices and shifted integrals

In `ward_identity`, momenta live in any commutative additive group `P`, and propagators and vertices in any ring `R`, such as the complex $4\times4$ matrices. `slash` is an additive map, while `S` is an arbitrary function constrained only by `hR` (right inverse at each $p_j$) and `hL` (left inverse at each $p_j+k$). The mass `m` may be any ring element. `chain` is $C_n(p)$ and `insertion` is $I_j^{(n)}$, itself a `chain` with one more vertex; `insertVertex` and `insertMomentum` build its lists. The letter `n` counts vertices, not propagators.

The vertices don't change when momenta shift. This suits $\gamma^\mu$, and also a form factor that depends only on the momentum transferred at the vertex, since that difference is unchanged by the shift. It doesn't suit a vertex that depends on the fermion momentum itself. A lattice slash built from $\sin p_\mu$ isn't additive; there the inserted vertex has to be the difference of inverse lattice propagators.

The step to a physical scattering amplitude is on-shell amputation of the external legs. Each term on the right lacks one of the two external poles and should drop out there, but the theorem stays with off-shell lines.

`ward_closed_loop` asks for inverses at all momenta, a translation-invariant measure `μ`, and an integrable loop without the photon. With a real mass and real Minkowski momenta the inverse doesn't exist on the mass shell; Euclidean loop momenta with a nonzero real mass avoid this. `tr` need only be additive. Divergent loops need a regulator first, and a sharp momentum cutoff breaks translation invariance. Since the summed integrand is a difference of integrable functions, the zero is not Lean's default value for a non-integrable function.

Two examples show that the hypotheses can be met. `ward_identity_witness` checks both inverse relations for $2\times2$ Dirac matrices in 1+1 dimensions, off the mass shell. `ward_closed_loop_witness` treats a one-dimensional Euclidean loop with two propagators, whose integrand has modulus $1/(1+t^2)$ at momentum $t$.

## The telescoping sum in Lean

`ward_propagator` is the one-propagator identity; `noncomm_ring` regroups the products without commuting factors. `chain_congr` says that a line depends only on the data along it. `insertion_last` uses this to recover the unshifted line before the final insertion, and `insertion_succ` carries an earlier insertion past the next vertex.

The induction in `ward_identity` splits off the last insertion, factors the rest, and applies the induction hypothesis. Its final `linear_combination` multiplies the one-propagator identity on the right by $V_nC_n(p)$, which produces the cancellation above. The loop proof rewrites the integrand as $f(l)-f(l+k)$, splits the integral and shifts the second term.

## A momentum-dependent mass breaks the identity

Take real numbers for both momenta and ring, with $\not q=q$, $m=0$, $n=0$ and $p_0=k=1$. The correct values $S(1)=1$ and $S(2)=1/2$ give $1/2$ on both sides. Now let the mass be $1$ at momentum $2$, so that $S(2)=1/(2-1)=1$. The insertion gives $1$, but the difference of lines gives $0$. Without the left-inverse relation at $p_0+k$, the identity can therefore fail. A code meets this situation when it puts a momentum-dependent mass or width into the propagators and keeps the bare photon vertex.
